# With a fixed point present, vanishing regularization of a nonexpansive map on a Hilbert space selects the one nearest the reference

Take a self-consistency problem with one real variable and the map $F(x)=|x|$. Every $x\ge 0$ satisfies $F(x)=x$, so the equation alone doesn't choose a solution. Now mix a reference value $u=-1$ into the output with a small weight $s$, where $0<s<1$:

$$x=-s+(1-s)|x|.$$

For $x\ge 0$ this would give $x=-1$, a contradiction. For $x<0$ it gives $x=-s/(2-s)$, the only solution. As $s\to0^+$ it tends to $0$, the fixed point nearest to $-1$. On the way, its distance from the reference, $(2-2s)/(2-s)$, increases but never exceeds $1$. For a general nonexpansive map with a fixed point on a Hilbert space, such as $\mathbb R^N$ with the Euclidean norm, the distance again never decreases as $s$ falls, and it stays bounded. Convergence follows because the gain in squared distance also limits how far the solution can move.

## Densities, maps and the regularized equation

A self-consistent field (SCF) calculation seeks a density $x$ that its own effective potential reproduces, $F(x)=x$. When there are several such densities, a rule is needed to select one. For SCF models whose map is nonexpansive and has a fixed point, the result below supplies one: add a reference density with weight $s$, solve, and let $s$ tend to zero.

Densities are vectors in a real inner product space `H`. The case of $N$ density coefficients is `EuclideanSpace ℝ (Fin N)`, with the Euclidean norm. Positivity and particle number are not imposed.

```lean
import Mathlib

open Filter Topology Set
open scoped InnerProductSpace

namespace VanishingRegularization

variable {H : Type*} [NormedAddCommGroup H] [InnerProductSpace ℝ H]
```

The map is nonexpansive if $\|F(x)-F(y)\|\le\|x-y\|$ for all $x,y$. Physically, a change in the input density never produces a larger change in the output density. This is a strong condition on the response of the system. It can fail for an actual Kohn–Sham map. Applying the selection theorem below to a Kohn–Sham map that does satisfy it on its own domain would still take a nonexpansive extension to all vectors of the space, the existence of a fixed point, and a check that the selected fixed point is a physical density.

```lean
/-- The map `F` never increases the distance between two densities. -/
def Nonexpansive (F : H → H) : Prop := ∀ x y, ‖F x - F y‖ ≤ ‖x - y‖
```

The regularized equation is $x=su+(1-s)F(x)$. The weight $s$ belongs to a fixed reference $u$, unlike the usual SCF mixing parameter, which combines the output with the previous iterate. At $s=0$ the equation is $x=F(x)$.

```lean
/-- The density `x` solves the self-consistency equation in which the output of `F` is mixed
with the reference density `u` at weight `s`. -/
def IsRegularized (F : H → H) (u : H) (s : ℝ) (x : H) : Prop :=
  x = s • u + (1 - s) • F x
```

## One solution at each positive weight

Write $G(x)=su+(1-s)F(x)$. The reference cancels in differences, so

$$\|G(x)-G(y)\|=(1-s)\|F(x)-F(y)\|\le(1-s)\|x-y\|.$$

Since $1-s<1$, $G$ is a contraction, and Banach's fixed-point theorem gives exactly one solution. It needs the space to be complete, which is the assumption `CompleteSpace H`; it holds for every $\mathbb R^N$. In Lean, `ContractingWith` records the contraction and supplies both existence and uniqueness.

```lean
/-- For a nonexpansive map on a Hilbert space and `0 < s < 1`, the regularized equation has
exactly one solution. -/
theorem existsUnique_regularized [CompleteSpace H] {F : H → H} (hF : Nonexpansive F) (u : H)
    {s : ℝ} (hs : s ∈ Ioo (0 : ℝ) 1) : ∃! x, IsRegularized F u s x := by
  have h0 : 0 ≤ 1 - s := by linarith [hs.2]
  -- the regularized map contracts distances by the factor 1 - s
  have hK : (Real.toNNReal (1 - s) : ℝ) = 1 - s := Real.coe_toNNReal _ h0
  have hG : ContractingWith (Real.toNNReal (1 - s)) (fun x => s • u + (1 - s) • F x) := by
    refine ⟨?_, LipschitzWith.of_dist_le_mul ?_⟩
    · rw [← NNReal.coe_lt_coe, hK, NNReal.coe_one]
      linarith [hs.1]
    · intro x y
      rw [dist_eq_norm, dist_eq_norm, hK]
      change ‖(s • u + (1 - s) • F x) - (s • u + (1 - s) • F y)‖ ≤ (1 - s) * ‖x - y‖
      rw [add_sub_add_left_eq_sub, ← smul_sub, norm_smul, Real.norm_of_nonneg h0]
      exact mul_le_mul_of_nonneg_left (hF x y) h0
  exact ⟨ContractingWith.fixedPoint _ hG, Eq.symm hG.fixedPoint_isFixedPt,
    fun y hy => hG.fixedPoint_unique (Eq.symm hy)⟩
```

## Comparing solutions at two weights

The comparison rests on an inequality for two vectors $a,b$ and numbers $0\le w<t$. Suppose

$$0\le\langle -ta+wb,\;a-b\rangle=-t\|a\|^2+(t+w)\langle a,b\rangle-w\|b\|^2.$$

Adding $w\|a-b\|^2\ge0$ leaves $0\le(t-w)(\langle a,b\rangle-\|a\|^2)$, hence $\|a\|^2\le\langle a,b\rangle$. Therefore

$$\|a-b\|^2=\|a\|^2-2\langle a,b\rangle+\|b\|^2\le\|b\|^2-\|a\|^2.$$

The intermediate bound is `k` in the proof.

```lean
/-- If `0 ≤ w < t` and the vector `w b - t a` has nonnegative inner product with `a - b`, then
the squared distance of `a` and `b` is at most the difference of their squared norms. -/
theorem norm_sub_sq_le_of_inner {a b : H} {t w : ℝ} (hw : 0 ≤ w) (hwt : w < t)
    (h : 0 ≤ ⟪-(t • a) + w • b, a - b⟫_ℝ) : ‖a - b‖ ^ 2 ≤ ‖b‖ ^ 2 - ‖a‖ ^ 2 := by
  have n := norm_sub_sq_real a b
  have e : ⟪b, a⟫_ℝ = ⟪a, b⟫_ℝ := real_inner_comm a b
  have hn : 0 ≤ w * ‖a - b‖ ^ 2 := by positivity
  rw [n] at hn
  simp only [inner_add_left, inner_neg_left, real_inner_smul_left, inner_sub_right,
    real_inner_self_eq_norm_sq, e] at h
  have k : ‖a‖ ^ 2 ≤ ⟪a, b⟫_ℝ :=
    le_of_mul_le_mul_left (by nlinarith) (sub_pos.2 hwt)
  linarith
```

Let $x$ solve the equation at weight $s$ and $y$ at weight $r$, with $0\le r<s<1$. By the Cauchy–Schwarz inequality and nonexpansiveness,

$$\langle (x-y)-(F(x)-F(y)),\;x-y\rangle\ge\|x-y\|^2-\|F(x)-F(y)\|\,\|x-y\|\ge0.$$

The equations give $(1-s)(x-F(x))=-s(x-u)$ and $(1-r)(y-F(y))=-r(y-u)$. Multiplying the first by $1-r$, the second by $1-s$, and subtracting,

$$(1-s)(1-r)\big[(x-y)-(F(x)-F(y))\big]=-(1-r)s\,(x-u)+(1-s)r\,(y-u).$$

Set $a=x-u$, $b=y-u$, $t=(1-r)s$ and $w=(1-s)r$. Then $t-w=s-r>0$, and the vector inequality yields

$$\|x-y\|^2\le\|y-u\|^2-\|x-u\|^2.$$

So the solution at the smaller weight is at least as far from the reference, and the gain in squared distance limits how far the solution has moved. In the code, `mono` is the first inequality and `key` the vector identity.

```lean
/-- For a nonexpansive map, solutions `x` and `y` at weights `0 ≤ r < s < 1` differ, in squared
distance, by at most the difference of their squared distances to the reference. -/
theorem regularized_comparison {F : H → H} (hF : Nonexpansive F) {u x y : H} {r s : ℝ}
    (hr : 0 ≤ r) (hrs : r < s) (hs : s < 1)
    (hx : IsRegularized F u s x) (hy : IsRegularized F u r y) :
    ‖x - y‖ ^ 2 ≤ ‖y - u‖ ^ 2 - ‖x - u‖ ^ 2 := by
  have hx' : x = s • u + (1 - s) • F x := hx
  have hy' : y = r • u + (1 - r) • F y := hy
  -- the residual map x - F x is monotone
  have mono : 0 ≤ ⟪(x - y) - (F x - F y), x - y⟫_ℝ := by
    rw [inner_sub_left, real_inner_self_eq_norm_sq]
    nlinarith [real_inner_le_norm (F x - F y) (x - y),
      mul_le_mul_of_nonneg_right (hF x y) (norm_nonneg (x - y))]
  -- the two equations express the residuals through the displacements from u
  have key : ((1 - s) * (1 - r)) • ((x - y) - (F x - F y)) =
      -(((1 - r) * s) • (x - u)) + ((1 - s) * r) • (y - u) := by
    linear_combination (norm := module) (1 - r) • hx' - (1 - s) • hy'
  have h2 := mul_nonneg (mul_nonneg (sub_nonneg.2 hs.le) (sub_nonneg.2 (hrs.trans hs).le)) mono
  rw [← real_inner_smul_left, key] at h2
  have e : x - y = (x - u) - (y - u) := by abel
  rw [e] at h2 ⊢
  exact norm_sub_sq_le_of_inner (mul_nonneg (sub_nonneg.2 hs.le) hr) (by nlinarith) h2
```

## Fixed points bound the path and the residual

A fixed point $q$ solves the equation at $r=0$. The comparison then reads $0\le\|x-q\|^2\le\|q-u\|^2-\|x-u\|^2$, so $\|x-u\|\le\|q-u\|$: no regularized solution lies farther from the reference than any fixed point.

```lean
/-- For a nonexpansive map and `0 < s < 1`, a regularized solution is no farther from the
reference than any fixed point `q`. -/
theorem regularized_norm_le {F : H → H} (hF : Nonexpansive F) {u x q : H} {s : ℝ}
    (hs : s ∈ Ioo (0 : ℝ) 1) (hx : IsRegularized F u s x) (hq : F q = q) :
    ‖x - u‖ ≤ ‖q - u‖ := by
  have h := regularized_comparison hF le_rfl hs.1 hs.2 hx
    (show IsRegularized F u 0 q by simp [IsRegularized, hq])
  exact (sq_le_sq₀ (norm_nonneg _) (norm_nonneg _)).1 (by nlinarith [sq_nonneg ‖x - q‖])
```

This also controls the error in the original self-consistency condition. Rearranging the regularized equation gives $(1-s)(F(x)-x)=s(x-u)$. Taking norms and using the previous bound,

$$(1-s)\|F(x)-x\|=s\|x-u\|\le s\|q-u\|.$$

The SCF residual therefore vanishes at least linearly in $s$. This is a statement about the residual; it gives no rate for the distance from $x$ to its limit.

```lean
/-- For a nonexpansive map with fixed point `q` and `0 < s < 1`, the self-consistency residual
of a regularized solution, times `1 - s`, is at most `s` times the distance from `q` to `u`. -/
theorem residual_le {F : H → H} (hF : Nonexpansive F) {u x q : H} {s : ℝ}
    (hs : s ∈ Ioo (0 : ℝ) 1) (hx : IsRegularized F u s x) (hq : F q = q) :
    (1 - s) * ‖F x - x‖ ≤ s * ‖q - u‖ := by
  have hx' : x = s • u + (1 - s) • F x := hx
  have e : (1 - s) • (F x - x) = s • (x - u) := by
    linear_combination (norm := module) -hx'
  have n := congrArg norm e
  rw [norm_smul, norm_smul, Real.norm_of_nonneg (sub_nonneg.2 hs.2.le),
    Real.norm_of_nonneg hs.1.le] at n
  rw [n]
  exact mul_le_mul_of_nonneg_left (regularized_norm_le hF hs hx hq) hs.1.le
```

## A bounded path converges

Let $p(s)$ denote the solution at weight $s$, and suppose $\|p(s)-u\|\le C$ for all $0<s<1$. Let $M$ be the supremum of $\|p(s)-u\|^2$. Given $\varepsilon>0$, choose $s_0$ with $\|p(s_0)-u\|^2>M-(\varepsilon/2)^2$. For every $0<s<s_0$,

$$\|p(s_0)-p(s)\|^2\le\|p(s)-u\|^2-\|p(s_0)-u\|^2<(\varepsilon/2)^2.$$

By the triangle inequality, any two solutions with weights below $s_0$ are less than $\varepsilon$ apart. The path is Cauchy and has a limit $q$ by completeness, with no appeal to compactness. A nonexpansive map is continuous, so letting $s\to0^+$ in $p(s)=su+(1-s)F(p(s))$ gives $q=F(q)$.

In Lean, `p` is a function on all real numbers, but only its values on `Ioo (0 : ℝ) 1`, the open interval, are constrained. The filter `𝓝[>] 0` expresses $s\to0^+$. The estimate above is `near`, and `tendsto_nhds_unique` identifies the two limits of the equation.

```lean
/-- For a nonexpansive map on a Hilbert space, a bounded path of regularized solutions converges
to a fixed point as the weight `s` tends to zero from above. -/
theorem tendsto_of_bounded [CompleteSpace H] {F : H → H} (hF : Nonexpansive F) {u : H}
    {p : ℝ → H} (hp : ∀ s ∈ Ioo (0 : ℝ) 1, IsRegularized F u s (p s))
    {C : ℝ} (hC : ∀ s ∈ Ioo (0 : ℝ) 1, ‖p s - u‖ ≤ C) :
    ∃ q, F q = q ∧ Tendsto p (𝓝[>] 0) (𝓝 q) := by
  let S : Set ℝ := (fun s => ‖p s - u‖ ^ 2) '' Ioo (0 : ℝ) 1
  have hne : S.Nonempty := ⟨_, 1 / 2, by norm_num, rfl⟩
  have hb : BddAbove S := by
    refine ⟨C ^ 2, ?_⟩
    rintro _ ⟨s, hs, rfl⟩
    exact pow_le_pow_left₀ (norm_nonneg _) (hC s hs) 2
  -- close to the supremum of the squared distances the path can hardly move
  have hc : Cauchy (map p (𝓝[>] (0 : ℝ))) := by
    refine Metric.cauchy_iff.2 ⟨inferInstance, fun ε hε => ?_⟩
    have hε2 : 0 < (ε / 2) ^ 2 := by positivity
    obtain ⟨_, ⟨s₀, hs₀, rfl⟩, h⟩ := exists_lt_of_lt_csSup hne (sub_lt_self (sSup S) hε2)
    have h' : sSup S - (ε / 2) ^ 2 < ‖p s₀ - u‖ ^ 2 := h
    have near : ∀ s ∈ Ioo 0 s₀, dist (p s₀) (p s) < ε / 2 := by
      intro s hs
      have hs1 : s ∈ Ioo (0 : ℝ) 1 := ⟨hs.1, hs.2.trans hs₀.2⟩
      have h1 := regularized_comparison hF hs.1.le hs.2 hs₀.2 (hp s₀ hs₀) (hp s hs1)
      have h2 : ‖p s - u‖ ^ 2 ≤ sSup S := le_csSup hb ⟨s, hs1, rfl⟩
      rw [dist_eq_norm]
      exact lt_of_pow_lt_pow_left₀ 2 (by positivity) (by linarith)
    refine ⟨p '' Ioo 0 s₀, image_mem_map (Ioo_mem_nhdsGT hs₀.1), ?_⟩
    rintro _ ⟨s, hs, rfl⟩ _ ⟨r, hr, rfl⟩
    linarith [dist_triangle_left (p s) (p r) (p s₀), near s hs, near r hr]
  obtain ⟨q, hq⟩ := CompleteSpace.complete hc
  have hq : Tendsto p (𝓝[>] 0) (𝓝 q) := hq
  refine ⟨q, ?_, hq⟩
  -- pass to the limit in the regularized equation
  have hcont : Continuous F :=
    (LipschitzWith.of_dist_le_mul (K := 1) (fun x y => by
      simpa [dist_eq_norm] using hF x y)).continuous
  have h0 : Tendsto (fun s : ℝ => s) (𝓝[>] 0) (𝓝 0) :=
    tendsto_id.mono_left nhdsWithin_le_nhds
  have lim := (h0.smul_const u).add ((h0.const_sub 1).smul ((hcont.tendsto q).comp hq))
  have e : p =ᶠ[𝓝[>] 0] fun s => s • u + (1 - s) • F (p s) := by
    filter_upwards [Ioo_mem_nhdsGT (one_pos : (0 : ℝ) < 1)] with s hs using hp s hs
  have fin := tendsto_nhds_unique (hq.congr' e) lim
  simpa using fin.symm
```

## The limit is the strictly nearest fixed point

If $F$ has a fixed point, the path is bounded and converges to some fixed point $q$. For any fixed point $z$, the comparison at $r=0$ gives $\|p(s)-z\|^2\le\|z-u\|^2-\|p(s)-u\|^2$. In the limit,

$$\|q-z\|^2\le\|z-u\|^2-\|q-u\|^2.$$

If $z\ne q$, the left side is positive, and so $\|q-u\|<\|z-u\|$.

The theorem says, for a nonexpansive `F` with a fixed point and any `u`, that each weight in $(0,1)$ has exactly one solution, and that there is a fixed point `q`, strictly nearer to `u` than every other, to which the solutions converge. Here `q` is chosen before `p`, so it depends only on `F` and `u`. The proof selects one path with `choose!`, finds its limit, and carries the result to any other path by uniqueness at each weight.

```lean
/-- For a nonexpansive map with a fixed point on a Hilbert space, the regularized equation is
uniquely solvable for `0 < s < 1`, and as `s` tends to zero from above its solutions converge to
the fixed point strictly nearest to the reference `u`. -/
theorem regularization_selects_nearest [CompleteSpace H] {F : H → H} (hF : Nonexpansive F)
    (hfix : ∃ z, F z = z) (u : H) :
    (∀ s ∈ Ioo (0 : ℝ) 1, ∃! x, IsRegularized F u s x) ∧
    ∃ q, F q = q ∧ (∀ z, F z = z → z ≠ q → ‖q - u‖ < ‖z - u‖) ∧
      ∀ p : ℝ → H, (∀ s ∈ Ioo (0 : ℝ) 1, IsRegularized F u s (p s)) →
        Tendsto p (𝓝[>] 0) (𝓝 q) := by
  have hE : ∀ s ∈ Ioo (0 : ℝ) 1, ∃! x, IsRegularized F u s x :=
    fun s hs => existsUnique_regularized hF u hs
  have hex : ∀ s ∈ Ioo (0 : ℝ) 1, ∃ x, IsRegularized F u s x := fun s hs => (hE s hs).exists
  choose! p hp using hex
  obtain ⟨z₀, hz₀⟩ := hfix
  obtain ⟨q, hq, hlim⟩ := tendsto_of_bounded hF hp
    (fun s hs => regularized_norm_le hF hs (hp s hs) hz₀)
  have hI := Ioo_mem_nhdsGT (one_pos : (0 : ℝ) < 1)
  refine ⟨hE, q, hq, fun z hz hzq => ?_, fun p' hp' => hlim.congr' ?_⟩
  · -- the comparison with the fixed point z survives the limit
    have h : ‖q - z‖ ^ 2 ≤ ‖z - u‖ ^ 2 - ‖q - u‖ ^ 2 := by
      refine le_of_tendsto_of_tendsto ((hlim.sub_const z).norm.pow 2)
        (((hlim.sub_const u).norm.pow 2).const_sub (‖z - u‖ ^ 2)) ?_
      filter_upwards [hI] with s hs
      exact regularized_comparison hF le_rfl hs.1 hs.2 (hp s hs)
        (show IsRegularized F u 0 z by simp [IsRegularized, hz])
    have hpos : 0 < ‖q - z‖ := norm_pos_iff.2 (sub_ne_zero.2 hzq.symm)
    exact lt_of_pow_lt_pow_left₀ 2 (norm_nonneg _) (by nlinarith)
  · filter_upwards [hI] with s hs
    exact (hE s hs).unique (hp s hs) (hp' s hs)
```

## Boundedness detects a fixed point

The two preceding arguments combine into a criterion. If $q$ is a fixed point, $C=\|q-u\|$ bounds the path. Conversely, a bounded path converges to a fixed point. Thus a fixed point exists exactly when the regularized solutions stay within a bounded distance of $u$.

```lean
/-- A nonexpansive map on a Hilbert space has a fixed point exactly when its path of regularized
solutions over `0 < s < 1` stays within a bounded distance of the reference. -/
theorem exists_fixedPoint_iff_bounded [CompleteSpace H] {F : H → H} (hF : Nonexpansive F)
    {u : H} {p : ℝ → H} (hp : ∀ s ∈ Ioo (0 : ℝ) 1, IsRegularized F u s (p s)) :
    (∃ q, F q = q) ↔ ∃ C, ∀ s ∈ Ioo (0 : ℝ) 1, ‖p s - u‖ ≤ C := by
  constructor
  · rintro ⟨q, hq⟩
    exact ⟨‖q - u‖, fun s hs => regularized_norm_le hF hs (hp s hs) hq⟩
  · rintro ⟨C, hC⟩
    obtain ⟨q, hq, _⟩ := tendsto_of_bounded hF hp hC
    exact ⟨q, hq⟩
```

A translation $F(y)=y+a$ preserves distances, and has no fixed point when $a\ne0$. Its regularized equation $x=su+(1-s)(x+a)$ becomes $sx=su+(1-s)a$, so for $s\ne0$

$$x=u+\frac{1-s}{s}\,a.$$

For $a\ne0$ the solution runs off to infinity as $s\to0^+$, as the criterion requires. The Lean proof multiplies by `s` and uses that this operation is injective for nonzero `s`.

```lean
/-- For the translation by `a` and nonzero weight `s`, the regularized solution is the reference
displaced by `(1 - s) / s` times `a`. -/
theorem regularized_translation (a u x : H) {s : ℝ} (hs : s ≠ 0) :
    IsRegularized (fun y => y + a) u s x ↔ x = u + ((1 - s) / s) • a := by
  have e : s • (u + ((1 - s) / s) • a) = s • u + (1 - s) • a := by
    rw [smul_add, smul_smul, mul_div_cancel₀ _ hs]
  constructor
  · intro h
    have h' : x = s • u + (1 - s) • (x + a) := h
    apply smul_right_injective H hs
    change s • x = s • (u + ((1 - s) / s) • a)
    rw [e]
    linear_combination (norm := module) h'
  · intro h
    have h' : s • x = s • u + (1 - s) • a := by rw [h, e]
    change x = s • u + (1 - s) • (x + a)
    linear_combination (norm := module) h'

end VanishingRegularization
```

```lean
#print axioms VanishingRegularization.residual_le
#print axioms VanishingRegularization.regularization_selects_nearest
#print axioms VanishingRegularization.exists_fixedPoint_iff_bounded
#print axioms VanishingRegularization.regularized_translation
```

```
'VanishingRegularization.residual_le' depends on axioms: [propext, Classical.choice, Quot.sound]
'VanishingRegularization.regularization_selects_nearest' depends on axioms: [propext, Classical.choice, Quot.sound]
'VanishingRegularization.exists_fixedPoint_iff_bounded' depends on axioms: [propext, Classical.choice, Quot.sound]
'VanishingRegularization.regularized_translation' depends on axioms: [propext, Classical.choice, Quot.sound]
```
